# Exact k-mesh error for a one-parameter Brillouin-zone average

Converging a Brillouin-zone average means raising the number of k-points until the result settles, and often also comparing a mesh through $\Gamma$ with one shifted by half a spacing. For a one-dimensional model integrand with a single parameter, the outcome of both tests can be written in closed form. The integrand is

$$f_r(k)=\frac{1-r^2}{1-2r\cos k+r^2},\qquad |r|<1,$$

where $k$ is the crystal momentum in units of the inverse lattice constant. The parameter $r$ sets how fast the real-space content of $f_r$ decays: its Fourier coefficient at a distance of $n$ cells is $r^{|n|}$.

The mesh has $N\ge 1$ points $k_m=(2\pi m+\theta)/N$, $m=0,\dots,N-1$. The twist $\theta$ is the phase that a Bloch wave acquires across $N$ cells. Setting $\theta=0$ gives the $\Gamma$-centred mesh, and $\theta=\pi$ shifts it by half a spacing. The claim is

$$\frac1N\sum_{m=0}^{N-1} f_r(k_m)=\frac{1-r^{2N}}{1-2r^N\cos\theta+r^{2N}},$$

while the exact zone average is 1. For $0<r<1$, the $\Gamma$-centred mesh overestimates this value, the half-shifted mesh underestimates it, and the error is exponentially small in $N$ at fixed $r$.

## From a geometric sum to the mesh error

**The integrand as a real part.** Put $z=re^{ik}$. Then $|1-z|^2=1-2r\cos k+r^2\ge(1-|r|)^2>0$, and

$$\mathrm{Re}\left(\frac{2}{1-z}-1\right)=\frac{2(1-r\cos k)}{|1-z|^2}-1=\frac{1-r^2}{1-2r\cos k+r^2}=f_r(k).$$

**The sum over the mesh.** Let $\zeta=e^{2\pi i/N}$ and $a=re^{i\theta/N}$, so that $re^{ik_m}=\zeta^m a$. Since $(\zeta^m a)^N=a^N$, the finite geometric sum gives

$$\frac1{1-\zeta^m a}=\frac{1}{1-a^N}\sum_{j=0}^{N-1}\zeta^{mj}a^j.$$

Now sum over $m$. For $0<j<N$ we have $\zeta^j\ne1$, while $(1-\zeta^j)\sum_m\zeta^{jm}=1-\zeta^{jN}=0$, so the phase sum vanishes. Only $j=0$ survives, and it contributes $N$:

$$\sum_{m=0}^{N-1}\frac{1}{1-\zeta^m a}=\frac{N}{1-a^N}.$$

The mesh mean is therefore $\mathrm{Re}\,[2/(1-a^N)-1]$ with $a^N=r^Ne^{i\theta}$. By the first step this equals $f_{r^N}(\theta)$, which is the stated formula.

**The exact average.** The function $F(z)=2/(1-rz)-1$ is analytic on the closed unit disc. Cauchy's formula at the centre, with $z=e^{ik}$ and $dz=iz\,dk$, gives

$$\frac1{2\pi}\int_0^{2\pi}F(e^{ik})\,dk=F(0)=1,$$

and the real part of the left side is the zone average of $f_r$.

**Sign and size of the error.** Write $R=r^N$, $c=\cos\theta$ and $D=1-2Rc+R^2$. Subtracting 1 from the mesh mean leaves

$$\frac{1-R^2-D}{D}=\frac{2R(c-R)}{D}.$$

For $0<r<1$ the sign is that of $c-R$: positive at $c=1$, negative at $c=-1$. For the size, still with $0<r<1$, note that

$$D=(c-R)^2+(1-c^2)=(1-R)^2+2R(1-c),$$

so $D$ is at least as large as each of $(c-R)^2$ and $(1-R)^2$. Hence $2|c-R|(1-R)\le(c-R)^2+(1-R)^2\le2D$, and the error is at most $2R/(1-R)$ in magnitude.

**One k-point.** For $N=1$ the mesh is the single point $k=\theta$, and the formula returns $f_r(\theta)$ itself. The $\Gamma$ point gives $(1+r)/(1-r)$ and the zone boundary gives $(1-r)/(1+r)$, on either side of 1 when $0<r<1$.

## The integrand and the twisted mesh in Lean

```lean
import Mathlib

open Real Finset

namespace TwistedZoneSampling

noncomputable section
```

The integrand is a real function of two real arguments.

```lean
/-- The periodic integrand `(1 - r²) / (1 - 2 r cos k + r²)` at crystal momentum `k`,
used for `|r| < 1`, where the denominator does not vanish. -/
def response (r k : ℝ) : ℝ := (1 - r ^ 2) / (1 - 2 * r * Real.cos k + r ^ 2)
```

Despite its name, `response` is a given function and is not derived from a Hamiltonian.

```lean
/-- The `m`-th point of an `N`-point mesh (`N ≥ 1`) with twist angle `θ`. -/
def kPoint (N : ℕ) (θ : ℝ) (m : ℕ) : ℝ := (2 * π * m + θ) / N
```

The index `m` starts at 0, and `θ` may be any real number. The mean below accepts any function `f`, with equal weights and no symmetry reduction; `range N` supplies $m=0,\dots,N-1$.

```lean
/-- The equal-weight average of `f` over the `N`-point mesh (`N ≥ 1`) with twist `θ`. -/
def meshMean (N : ℕ) (θ : ℝ) (f : ℝ → ℝ) : ℝ := (∑ m ∈ range N, f (kPoint N θ m)) / N
```

## Positivity and the complex form

The first lemma bounds $r\cos k$ by $|r|$; `nlinarith` then compares the denominator with $(1-|r|)^2$.

```lean
/-- The denominator of the integrand is positive at every momentum when `|r| < 1`. -/
theorem denom_pos {r : ℝ} (hr : |r| < 1) (k : ℝ) :
    0 < 1 - 2 * r * Real.cos k + r ^ 2 := by
  have h : r * Real.cos k ≤ |r| := by
    calc r * Real.cos k ≤ |r * Real.cos k| := le_abs_self _
      _ = |r| * |Real.cos k| := abs_mul _ _
      _ ≤ |r| := mul_le_of_le_one_right (abs_nonneg r) (Real.abs_cos_le_one k)
  nlinarith [sq_abs r, pow_pos (sub_pos.2 hr) 2]
```

Next comes the real-part identity. The facts `hre` and `him` give the real and imaginary parts of $1-z$, and `hq` computes $|1-z|^2$ from $\sin^2k+\cos^2k=1$.

```lean
/-- For `|r| < 1` the integrand is the real part of `2 / (1 - z) - 1` at `z = r e^{ik}`. -/
theorem response_eq_re {r : ℝ} (hr : |r| < 1) (k : ℝ) :
    response r k = (2 / (1 - (r : ℂ) * Complex.exp (k * Complex.I)) - 1).re := by
  have hD := denom_pos hr k
  have hre : (1 - (r : ℂ) * Complex.exp (k * Complex.I)).re = 1 - r * Real.cos k := by
    simp [Complex.exp_ofReal_mul_I_re]
  have him : (1 - (r : ℂ) * Complex.exp (k * Complex.I)).im = -(r * Real.sin k) := by
    simp [Complex.exp_ofReal_mul_I_im]
  have hq : (1 - r * Real.cos k) * (1 - r * Real.cos k)
      + -(r * Real.sin k) * -(r * Real.sin k) = 1 - 2 * r * Real.cos k + r ^ 2 := by
    linear_combination r ^ 2 * Real.sin_sq_add_cos_sq k
  rw [response, Complex.sub_re, Complex.div_re, Complex.normSq_apply, hre, him, hq]
  simp only [Complex.re_ofNat, Complex.im_ofNat, Complex.one_re, zero_mul, zero_div, add_zero]
  rw [eq_sub_iff_add_eq, div_add_one hD.ne']
  congr 1
  ring
```

## Summing over roots of unity

This lemma holds for any primitive $N$-th root of unity $\zeta$ and any complex $a$ with $a^N\ne1$. Inside it, `hterm` is the geometric sum and `horth` the vanishing of the phase sums. The last rewrite exchanges the sums over $m$ and $j$ and keeps only $j=0$.

```lean
/-- Summing `1 / (1 - ζ^m a)` over all powers of a primitive `N`-th root of unity `ζ`
gives `N / (1 - a^N)`, provided `N ≥ 1` and `a^N ≠ 1`. -/
theorem sum_resolvent {N : ℕ} (hN : 0 < N) {ζ a : ℂ} (hζ : IsPrimitiveRoot ζ N)
    (ha : a ^ N ≠ 1) : ∑ m ∈ range N, 1 / (1 - ζ ^ m * a) = N / (1 - a ^ N) := by
  have hden : 1 - a ^ N ≠ 0 := sub_ne_zero.2 (Ne.symm ha)
  -- each term is a finite geometric sum over the common denominator
  have hterm : ∀ m : ℕ, 1 / (1 - ζ ^ m * a)
      = (∑ j ∈ range N, (ζ ^ m * a) ^ j) / (1 - a ^ N) := by
    intro m
    have hp : (ζ ^ m * a) ^ N = a ^ N := by
      rw [mul_pow, ← pow_mul, mul_comm m N, pow_mul, hζ.pow_eq_one, one_pow, one_mul]
    have hx : 1 - ζ ^ m * a ≠ 0 := by
      intro h
      apply ha
      rw [← hp, ← sub_eq_zero.1 h, one_pow]
    have hg := mul_neg_geom_sum (ζ ^ m * a) N
    rw [hp] at hg
    rw [div_eq_div_iff hx hden]
    linear_combination -hg
  -- orthogonality of phases removes every power except the zeroth
  have horth : ∀ j ∈ range N, j ≠ 0 → ∑ m ∈ range N, (ζ ^ m * a) ^ j = 0 := by
    intro j hj h0
    have h1 : 1 - ζ ^ j ≠ 0 := by
      intro h
      have hd := hζ.dvd_of_pow_eq_one j (sub_eq_zero.1 h).symm
      exact absurd (Nat.le_of_dvd (Nat.pos_of_ne_zero h0) hd)
        (not_le_of_gt (Finset.mem_range.1 hj))
    have hz : (ζ ^ j) ^ N = 1 := by
      rw [← pow_mul, mul_comm j N, pow_mul, hζ.pow_eq_one, one_pow]
    have hg := mul_neg_geom_sum (ζ ^ j) N
    rw [hz, sub_self] at hg
    have hs := (mul_eq_zero.1 hg).resolve_left h1
    calc ∑ m ∈ range N, (ζ ^ m * a) ^ j = ∑ m ∈ range N, (ζ ^ j) ^ m * a ^ j :=
          Finset.sum_congr rfl fun m _ => by ring
      _ = 0 := by rw [← Finset.sum_mul, hs, zero_mul]
  rw [Finset.sum_congr rfl fun m _ => hterm m, ← Finset.sum_div, Finset.sum_comm,
    Finset.sum_eq_single_of_mem 0 (Finset.mem_range.2 hN) horth]
  simp
```

## The mesh mean in closed form

The theorem assumes `0 < N` and `|r| < 1`, with no restriction on the twist. In its proof, `hpt` identifies $re^{ik_m}$ with $\zeta^m a$, and `haN` gives $a^N=r^Ne^{i\theta}$. The chain `hsum` uses `response_eq_re` twice: forwards at each mesh point, then backwards with $r^N$ and $\theta$ in place of $r$ and $k$.

```lean
/-- For `|r| < 1` and `N ≥ 1`, the mean of the integrand over the mesh with twist `θ` is
`(1 - r^(2N)) / (1 - 2 r^N cos θ + r^(2N))`. -/
theorem meshMean_response {N : ℕ} (hN : 0 < N) {r : ℝ} (hr : |r| < 1) (θ : ℝ) :
    meshMean N θ (response r)
      = (1 - r ^ (2 * N)) / (1 - 2 * r ^ N * Real.cos θ + r ^ (2 * N)) := by
  have hN0 : (N : ℂ) ≠ 0 := Nat.cast_ne_zero.2 hN.ne'
  have hR : |r ^ N| < 1 := by
    rw [abs_pow]
    exact pow_lt_one₀ (abs_nonneg r) hr hN.ne'
  have hζ := Complex.isPrimitiveRoot_exp N hN.ne'
  obtain ⟨a, hadef⟩ : ∃ a : ℂ, a = r * Complex.exp (θ / N * Complex.I) := ⟨_, rfl⟩
  have haN : a ^ N = ((r ^ N : ℝ) : ℂ) * Complex.exp (θ * Complex.I) := by
    have he : (N : ℂ) * (θ / N * Complex.I) = θ * Complex.I := by field_simp
    rw [hadef, mul_pow, ← Complex.exp_nat_mul, he, Complex.ofReal_pow]
  have ha : a ^ N ≠ 1 := by
    intro h
    have h' := congrArg norm h
    rw [haN, norm_mul, Complex.norm_exp_ofReal_mul_I, mul_one, Complex.norm_real,
      norm_one, Real.norm_eq_abs] at h'
    linarith
  have hpt : ∀ m : ℕ, (r : ℂ) * Complex.exp ((kPoint N θ m : ℝ) * Complex.I)
      = Complex.exp (2 * π * Complex.I / N) ^ m * a := by
    intro m
    have he : ((kPoint N θ m : ℝ) : ℂ) * Complex.I
        = m * (2 * π * Complex.I / N) + θ / N * Complex.I := by
      unfold kPoint
      push_cast
      ring
    rw [he, Complex.exp_add, Complex.exp_nat_mul, hadef]
    ring
  -- take the real part of the resolvent sum
  have hsum : ∑ m ∈ range N, response r (kPoint N θ m) = N * response (r ^ N) θ := by
    calc ∑ m ∈ range N, response r (kPoint N θ m)
        = (∑ m ∈ range N,
            (2 * (1 / (1 - Complex.exp (2 * π * Complex.I / N) ^ m * a)) - 1)).re := by
          rw [Complex.re_sum]
          exact Finset.sum_congr rfl fun m _ => by
            rw [response_eq_re hr, hpt, mul_one_div]
      _ = (((N : ℝ) : ℂ) * (2 / (1 - a ^ N) - 1)).re := by
          rw [Finset.sum_sub_distrib, ← Finset.mul_sum, sum_resolvent hN hζ ha]
          simp only [Finset.sum_const, Finset.card_range, nsmul_eq_mul, mul_one,
            Complex.ofReal_natCast]
          congr 1
          ring
      _ = N * response (r ^ N) θ := by
          rw [Complex.re_ofReal_mul, haN, ← response_eq_re hR]
  rw [meshMean, hsum, mul_div_cancel_left₀ _ (Nat.cast_ne_zero.2 hN.ne'), response,
    ← pow_mul, mul_comm N 2]
```

## The exact zone average

The reference value is an integral over one period divided by $2\pi$. Here `hd` establishes differentiability on the closed disc, `hC` is Cauchy's formula, and `h1` rewrites the contour integral as an integral over $k$. The real part is then taken through the integral by `Complex.reCLM.intervalIntegral_comp_comm`.

```lean
/-- For `|r| < 1` the exact Brillouin-zone average of the integrand is `1`. -/
theorem zone_average {r : ℝ} (hr : |r| < 1) :
    (∫ k in (0 : ℝ)..2 * π, response r k) / (2 * π) = 1 := by
  obtain ⟨F, hF⟩ : ∃ F : ℂ → ℂ, F = fun z => 2 / (1 - (r : ℂ) * z) - 1 := ⟨_, rfl⟩
  have hd : DifferentiableOn ℂ F (Metric.closedBall 0 1) := by
    intro z hz
    have hz1 : ‖z‖ ≤ 1 := by simpa using hz
    have hne : 1 - (r : ℂ) * z ≠ 0 := by
      intro h
      have h' := congrArg norm (sub_eq_zero.1 h)
      rw [norm_one, norm_mul, Complex.norm_real, Real.norm_eq_abs] at h'
      linarith [mul_le_of_le_one_right (abs_nonneg r) hz1]
    rw [hF]
    apply DifferentiableAt.differentiableWithinAt
    fun_prop (disch := assumption)
  -- Cauchy's formula at the centre of the unit circle
  have hC := hd.circleIntegral_sub_inv_smul (Metric.mem_ball_self one_pos)
  have h1 : (∮ z in C(0, 1), (z - 0)⁻¹ • F z)
      = Complex.I * ∫ k in (0 : ℝ)..2 * π, F (Complex.exp (k * Complex.I)) := by
    rw [circleIntegral, ← intervalIntegral.integral_const_mul]
    refine intervalIntegral.integral_congr fun k _ => ?_
    have hm : circleMap 0 1 k = Complex.exp (k * Complex.I) := by simp [circleMap]
    simp only [deriv_circleMap, hm, sub_zero, smul_eq_mul]
    linear_combination (Complex.I * F (Complex.exp (k * Complex.I))) *
      mul_inv_cancel₀ (Complex.exp_ne_zero (k * Complex.I))
  have hF0 : F 0 = 1 := by rw [hF]; norm_num
  have hJ : ∫ k in (0 : ℝ)..2 * π, F (Complex.exp (k * Complex.I)) = ((2 * π : ℝ) : ℂ) := by
    apply mul_left_cancel₀ Complex.I_ne_zero
    rw [← h1, hC, hF0, smul_eq_mul]
    push_cast
    ring
  have hc : Continuous fun k : ℝ => F (Complex.exp (k * Complex.I)) :=
    hd.continuousOn.comp_continuous (by fun_prop)
      (fun k => by simp [Complex.norm_exp_ofReal_mul_I])
  have h := Complex.reCLM.intervalIntegral_comp_comm
    (hc.intervalIntegrable (μ := MeasureTheory.volume) 0 (2 * π))
  have hint : ∫ k in (0 : ℝ)..2 * π, response r k = 2 * π := by
    calc ∫ k in (0 : ℝ)..2 * π, response r k
        = ∫ k in (0 : ℝ)..2 * π, Complex.reCLM (F (Complex.exp (k * Complex.I))) :=
          intervalIntegral.integral_congr fun k _ => by
            simp only [hF, Complex.reCLM_apply]
            exact response_eq_re hr k
      _ = 2 * π := by rw [h, hJ, Complex.reCLM_apply, Complex.ofReal_re]
  rw [hint, div_self Real.two_pi_pos.ne']
```

## Which meshes overestimate

The error theorem subtracts the number 1, which `zone_average` has identified as the exact average. Its proof puts the difference over the positive denominator and compares numerators.

```lean
/-- For `|r| < 1` and `N ≥ 1`, the deviation of the mesh mean from `1` is
`2 r^N (cos θ - r^N) / (1 - 2 r^N cos θ + r^(2N))`. -/
theorem meshMean_error {N : ℕ} (hN : 0 < N) {r : ℝ} (hr : |r| < 1) (θ : ℝ) :
    meshMean N θ (response r) - 1 = 2 * r ^ N * (Real.cos θ - r ^ N)
      / (1 - 2 * r ^ N * Real.cos θ + r ^ (2 * N)) := by
  have hD := denom_pos (r := r ^ N)
    (by rw [abs_pow]; exact pow_lt_one₀ (abs_nonneg r) hr hN.ne') θ
  rw [← pow_mul, mul_comm N 2] at hD
  rw [meshMean_response hN hr, div_sub_one hD.ne']
  congr 1
  ring
```

The sign criterion needs more than $|r|<1$: for negative $r$ and odd $N$, $r^N$ is negative and the error formula reverses both signs, at $\theta=0$ and at $\theta=\pi$. With $0<r<1$, the proof writes the error as `c * (Real.cos θ - r ^ N)`, where `c` is a positive factor and not the $c=\cos\theta$ of the derivation, and each of the four implications follows from that product.

```lean
/-- For `0 < r < 1` and `N ≥ 1`, the mesh mean exceeds `1` exactly when `cos θ > r^N`,
and falls below `1` exactly when `cos θ < r^N`. -/
theorem meshMean_sign {N : ℕ} (hN : 0 < N) {r : ℝ} (h0 : 0 < r) (h1 : r < 1) (θ : ℝ) :
    (1 < meshMean N θ (response r) ↔ r ^ N < Real.cos θ) ∧
      (meshMean N θ (response r) < 1 ↔ Real.cos θ < r ^ N) := by
  have hr : |r| < 1 := by rwa [abs_of_pos h0]
  have hD := denom_pos (r := r ^ N)
    (by rw [abs_pow]; exact pow_lt_one₀ (abs_nonneg r) hr hN.ne') θ
  rw [← pow_mul, mul_comm N 2] at hD
  -- the error is a positive multiple of `cos θ - r^N`
  obtain ⟨c, hc, hE⟩ : ∃ c : ℝ, 0 < c ∧
      meshMean N θ (response r) - 1 = c * (Real.cos θ - r ^ N) :=
    ⟨2 * r ^ N / (1 - 2 * r ^ N * Real.cos θ + r ^ (2 * N)),
      div_pos (by positivity) hD, by rw [meshMean_error hN hr, div_mul_eq_mul_div]⟩
  refine ⟨⟨fun h => ?_, fun h => ?_⟩, ⟨fun h => ?_, fun h => ?_⟩⟩
  · by_contra hn
    nlinarith [mul_nonneg hc.le (sub_nonneg.2 (not_lt.1 hn))]
  · nlinarith [mul_pos hc (sub_pos.2 h)]
  · by_contra hn
    nlinarith [mul_nonneg hc.le (sub_nonneg.2 (not_lt.1 hn))]
  · nlinarith [mul_pos hc (sub_pos.2 h)]
```

The two standard meshes are the cases $\cos0=1>r^N$ and $\cos\pi=-1<r^N$. In this model they bracket the exact average at every $N\ge1$.

```lean
/-- For `0 < r < 1` and `N ≥ 1`, the Gamma-centred mesh (`θ = 0`) gives a mean above `1`
and the half-shifted mesh (`θ = π`) a mean below `1`. -/
theorem gamma_above_half_shifted_below {N : ℕ} (hN : 0 < N) {r : ℝ} (h0 : 0 < r)
    (h1 : r < 1) : 1 < meshMean N 0 (response r) ∧ meshMean N π (response r) < 1 := by
  refine ⟨(meshMean_sign hN h0 h1 0).1.2 ?_, (meshMean_sign hN h0 h1 π).2.2 ?_⟩
  · rw [Real.cos_zero]
    exact pow_lt_one₀ h0.le h1 hN.ne'
  · rw [Real.cos_pi]
    linarith [pow_pos h0 N]
```

## A bound for every twist

The last theorem bounds the error uniformly in `θ`. Its inner statement `key` is the inequality $|c-R|(1-R)\le D$, obtained from the square of $|c-R|-(1-R)$ as in the derivation above. Cross-multiplying by the two positive denominators then gives the result.

```lean
/-- For `0 < r < 1` and `N ≥ 1`, the mesh mean differs from `1` by at most
`2 r^N / (1 - r^N)`, whatever the twist. -/
theorem meshMean_error_le {N : ℕ} (hN : 0 < N) {r : ℝ} (h0 : 0 < r) (h1 : r < 1) (θ : ℝ) :
    |meshMean N θ (response r) - 1| ≤ 2 * r ^ N / (1 - r ^ N) := by
  have hr : |r| < 1 := by rwa [abs_of_pos h0]
  have hD := denom_pos (r := r ^ N)
    (by rw [abs_pow]; exact pow_lt_one₀ (abs_nonneg r) hr hN.ne') θ
  have hR : 0 < 2 * r ^ N := by positivity
  have hR1 : 0 < 1 - r ^ N := sub_pos.2 (pow_lt_one₀ h0.le h1 hN.ne')
  -- for `R ≥ 0` the denominator is at least `|cos θ - R| (1 - R)`
  have key : ∀ R : ℝ, 0 ≤ R →
      |Real.cos θ - R| * (1 - R) ≤ 1 - 2 * R * Real.cos θ + R ^ 2 := by
    intro R hR0
    nlinarith [sq_nonneg (|Real.cos θ - R| - (1 - R)), sq_abs (Real.cos θ - R),
      mul_nonneg hR0 (sub_nonneg.2 (Real.cos_le_one θ)), Real.cos_sq_le_one θ]
  have hk := key (r ^ N) (pow_pos h0 N).le
  rw [← pow_mul, mul_comm N 2] at hD hk
  rw [meshMean_error hN hr, abs_div, abs_of_pos hD, abs_mul, abs_of_pos hR,
    div_le_div_iff₀ hD hR1, mul_assoc (2 * r ^ N)]
  exact mul_le_mul_of_nonneg_left hk hR.le

end

end TwistedZoneSampling
```

```lean
#print axioms TwistedZoneSampling.zone_average
#print axioms TwistedZoneSampling.gamma_above_half_shifted_below
#print axioms TwistedZoneSampling.meshMean_error_le
```

```
'TwistedZoneSampling.zone_average' depends on axioms: [propext, Classical.choice, Quot.sound]
'TwistedZoneSampling.gamma_above_half_shifted_below' depends on axioms: [propext, Classical.choice, Quot.sound]
'TwistedZoneSampling.meshMean_error_le' depends on axioms: [propext, Classical.choice, Quot.sound]
```
